# For three lowest-Landau-level fermions with total angular momentum nine, only the Laughlin state has no pair with relative angular momentum one

Suppose an exact-diagonalisation code for the fractional quantum Hall effect builds its three-electron Laughlin reference vector from Slater determinants of total angular momentum nine, with slightly wrong ratios between their coefficients. The vector is still antisymmetric and still has total angular momentum nine, so checks of these two properties pass. But it now contains pairs with relative angular momentum one, and a repulsion that acts only on such pairs gives it a positive energy, while the Laughlin state has energy zero. The error can also hide in the overlap: if the polynomial coefficients below are entered as amplitudes in a basis of normalised orbitals, the overlap with the correct state is still about 0.93.

## Five coefficients and the condition that fixes them

Let $z_1,z_2,z_3$ be the complex positions of three spin-polarised electrons in the lowest Landau level, with the common Gaussian factor removed. Write $D(a,b,c)$ for the $3\times3$ determinant whose row $i$ is $(z_i^a,z_i^b,z_i^c)$, and let

$$V=(z_1-z_2)(z_1-z_3)(z_2-z_3).$$

Then

$$V^3=D(6,3,0)-3D(6,2,1)-3D(5,4,0)+6D(5,3,1)-15D(4,3,2).$$

Two further labels $a>b>c\ge0$ have sum nine, $(8,1,0)$ and $(7,2,0)$, and neither occurs. A combination of all seven determinants has no pair with relative angular momentum one exactly when it is a multiple of $V^3$.

## Reference vectors, truncated bases and zero-energy checks

Codes usually store amplitudes for normalised orbitals. On the disk, with lengths in units of the magnetic length, the orbital $z^m e^{-|z|^2/4}$ has squared norm $2\pi\,2^m m!$. The powers of two are common to all labels of sum nine, so each coefficient is multiplied by $\sqrt{a!\,b!\,c!}$ and the vector is then normalised:

| label | coefficient in $V^3$ | normalised amplitude |
|---|---|---|
| $(6,3,0)$ | $1$ | $\sqrt{1/31}$ |
| $(6,2,1)$ | $-3$ | $-\sqrt{3/31}$ |
| $(5,4,0)$ | $-3$ | $-\sqrt{6/31}$ |
| $(5,3,1)$ | $6$ | $\sqrt{6/31}$ |
| $(4,3,2)$ | $-15$ | $-\sqrt{15/31}$ |

A code that keeps only the labels dominated by the root label $(6,3,0)$ relies on the absence of the other two determinants from the Laughlin state. For three electrons restricted to the lowest Landau level, with a repulsion that acts only on relative angular momentum one, the table gives the single zero-energy vector at total angular momentum nine.

## From the pair condition to the amplitudes

**The expansion.** $V^3$ is antisymmetric and homogeneous of degree nine, so it is a combination of the seven determinants. For $a>b>c$, the monomial $z_1^az_2^bz_3^c$ occurs in $D(a,b,c)$ with coefficient one and in no other determinant of the list. It is therefore enough to read off its coefficient in

$$(z_1-z_2)^3(z_1-z_3)^3(z_2-z_3)^3.$$

Take the second term of the three brackets $i$, $j$ and $k$ times. This gives

$$(-1)^{i+j+k}\binom3i\binom3j\binom3k\; z_1^{6-i-j}\,z_2^{3+i-k}\,z_3^{j+k}.$$

The contributions are:

- $(6,3,0)$: $(i,j,k)=(0,0,0)$ gives $1$.
- $(6,2,1)$: $(0,0,1)$ gives $-3$.
- $(5,4,0)$: $(1,0,0)$ gives $-3$.
- $(5,3,1)$: $(1,0,1)$ and $(0,1,0)$ give $9-3=6$.
- $(4,3,2)$: $(0,2,0)$, $(1,1,1)$ and $(2,0,2)$ give $3-27+9=-15$.

The power of $z_1$ never exceeds six, so $(8,1,0)$ and $(7,2,0)$ are absent.

**Dominance.** A label $(a,b,c)$ is dominated by $(6,3,0)$ if $a\le6$, $a+b\le9$ and $a+b+c=9$. The second condition follows from the third. Among the seven labels, $a\le6$ leaves the five that occur.

**The pair condition.** Put $r=z_1-z_2$ and $Z=(z_1+z_2)/2$. An antisymmetric polynomial contains only odd powers of $r$:

$$\psi=r\,A_1(Z,z_3)+r^3A_3(Z,z_3)+\dots$$

The Gaussian factor splits into a relative and a centre-of-mass part, so the term in $r^m$ is the component with relative angular momentum $m$. The first $z_1$-derivative at $z_1=z_2=x$, $z_3=y$ is $A_1(x,y)$. The component with $m=1$ is absent exactly when this derivative vanishes for all $x$ and $y$. Antisymmetry carries the condition to the other pairs.

**$V^3$ satisfies it.** With $z_1=z$, $z_2=x$ and $z_3=y$,

$$V^3=(z-x)^3\,g(z),\qquad g(z)=\big((z-y)(x-y)\big)^3.$$

The first and second derivatives vanish at $z=x$, and the third is $6g(x)=6(x-y)^6$. The zero has order exactly three when $x\ne y$.

**Nothing else does.** Expanding along the first row,

$$D(a,b,c)=z^a(x^by^c-x^cy^b)-z^b(x^ay^c-x^cy^a)+z^c(x^ay^b-x^by^a).$$

The $z$-derivative at $z=x=1$ is

$$(a-b)\,y^c-(a-c)\,y^b+(b-c)\,y^a.$$

Let $\sum w_{abc}\,D(a,b,c)$, summed over the seven labels, satisfy the pair condition. Its $z$-derivative at $z=x=1$ is then a polynomial in $y$ that vanishes for every $y$, so each coefficient is zero:

- $y^8$: $w_{810}=0$.
- $y^7$: $2w_{720}=0$.
- $y^6$: $3w_{630}+w_{621}=0$, so $w_{621}=-3w_{630}$.
- $y^0$: $7w_{810}+5w_{720}+3w_{630}+w_{540}=0$, so $w_{540}=-3w_{630}$.
- $y^5$: $4w_{540}+2w_{531}=0$, so $w_{531}=6w_{630}$.
- $y^4$: $w_{432}-5w_{540}=0$, so $w_{432}=-15w_{630}$.

These are the coefficients of $w_{630}V^3$. Dominance thus follows from the pair condition.

**Three bosons at angular momentum six.** The same comparison works for homogeneous symmetric polynomials of degree six that vanish at $z_1=z_2$, and here no derivative is needed. Let $m_{abc}$ be the sum of the distinct monomials with exponents $a,b,c$ in any order. Setting $z_1=z_2=1$ and comparing powers of $z_3$ leaves only multiples of

$$V^2=m_{420}-2m_{411}-2m_{330}+2m_{321}-6m_{222}.$$

## The Lean file

```lean
import Mathlib

open Polynomial (C X derivative eval)

namespace LaughlinThreeFermions

noncomputable section

/-- The Slater determinant of the orbitals `z^a`, `z^b`, `z^c` for three particles. -/
def slater (a b c : ℕ) (z₁ z₂ z₃ : ℂ) : ℂ :=
  Matrix.det !![z₁ ^ a, z₁ ^ b, z₁ ^ c; z₂ ^ a, z₂ ^ b, z₂ ^ c; z₃ ^ a, z₃ ^ b, z₃ ^ c]

/-- The polynomial part of the three-particle Laughlin function with exponent three. -/
def laughlin (z₁ z₂ z₃ : ℂ) : ℂ := ((z₁ - z₂) * (z₁ - z₃) * (z₂ - z₃)) ^ 3

/-- The occupation labels of three fermions with total angular momentum nine. -/
def shell : Finset (ℕ × ℕ × ℕ) :=
  {(8, 1, 0), (7, 2, 0), (6, 3, 0), (6, 2, 1), (5, 4, 0), (5, 3, 1), (4, 3, 2)}

/-- The superposition of all Slater determinants of the shell with amplitudes `w`. -/
def state (w : ℕ × ℕ × ℕ → ℂ) (z₁ z₂ z₃ : ℂ) : ℂ :=
  ∑ l ∈ shell, w l * slater l.1 l.2.1 l.2.2 z₁ z₂ z₃

/-- Dominance order of labels: equal totals, and no partial sum of `μ` exceeds that of `ν`. -/
def DominatedBy (μ ν : ℕ × ℕ × ℕ) : Prop :=
  μ.1 ≤ ν.1 ∧ μ.1 + μ.2.1 ≤ ν.1 + ν.2.1 ∧ μ.1 + μ.2.1 + μ.2.2 = ν.1 + ν.2.1 + ν.2.2

/-- The condition that an antisymmetric polynomial `ψ` has no relative angular momentum one
in the pair 1, 2: its first `z₁`-derivative vanishes wherever `z₁ = z₂`. -/
def NoPairMomentumOne (ψ : ℂ → ℂ → ℂ → ℂ) : Prop :=
  ∀ x y : ℂ, HasDerivAt (fun z => ψ z x y) 0 x

/-- The shell consists of all strictly decreasing labels with sum nine. -/
theorem mem_shell (a b c : ℕ) : (a, b, c) ∈ shell ↔ b < a ∧ c < b ∧ a + b + c = 9 := by
  simp only [shell, Finset.mem_insert, Finset.mem_singleton, Prod.mk.injEq]
  omega

/-- The strictly decreasing labels dominated by (6,3,0) are five in number, as listed. -/
theorem dominated_iff (a b c : ℕ) (hab : b < a) (hbc : c < b) :
    DominatedBy (a, b, c) (6, 3, 0) ↔ (a, b, c) ∈
      ({(6, 3, 0), (6, 2, 1), (5, 4, 0), (5, 3, 1), (4, 3, 2)} : Finset (ℕ × ℕ × ℕ)) := by
  simp only [DominatedBy, Finset.mem_insert, Finset.mem_singleton, Prod.mk.injEq]
  omega

/-- A sum over the shell, written out label by label. -/
theorem sum_shell (f : ℕ × ℕ × ℕ → ℂ) : ∑ l ∈ shell, f l =
    f (8, 1, 0) + f (7, 2, 0) + f (6, 3, 0) + f (6, 2, 1) + f (5, 4, 0) + f (5, 3, 1)
      + f (4, 3, 2) := by
  simp [shell]
  ring

/-- The Laughlin polynomial is a superposition of five Slater determinants. -/
theorem laughlin_expansion (z₁ z₂ z₃ : ℂ) : laughlin z₁ z₂ z₃ =
    slater 6 3 0 z₁ z₂ z₃ - 3 * slater 6 2 1 z₁ z₂ z₃ - 3 * slater 5 4 0 z₁ z₂ z₃
      + 6 * slater 5 3 1 z₁ z₂ z₃ - 15 * slater 4 3 2 z₁ z₂ z₃ := by
  simp [laughlin, slater, Matrix.det_fin_three]
  ring

/-- The `z₁`-derivative of a Slater determinant at the coincidence `z₁ = z₂ = x`, with the
third particle at `y`. -/
theorem slater_hasDerivAt (a b c : ℕ) (x y : ℂ) :
    HasDerivAt (fun z => slater a b c z x y)
      (a * x ^ (a - 1) * (x ^ b * y ^ c - x ^ c * y ^ b)
        - b * x ^ (b - 1) * (x ^ a * y ^ c - x ^ c * y ^ a)
        + c * x ^ (c - 1) * (x ^ a * y ^ b - x ^ b * y ^ a)) x := by
  -- expand the determinant along the row of the moving particle
  have e : (fun z => slater a b c z x y) = fun z =>
      z ^ a * (x ^ b * y ^ c - x ^ c * y ^ b) - z ^ b * (x ^ a * y ^ c - x ^ c * y ^ a)
        + z ^ c * (x ^ a * y ^ b - x ^ b * y ^ a) := by
    funext z
    simp only [slater, Matrix.det_fin_three, Matrix.of_apply, Matrix.cons_val]
    ring
  rw [e]
  exact (((hasDerivAt_pow a x).mul_const _).fun_sub
    ((hasDerivAt_pow b x).mul_const _)).fun_add ((hasDerivAt_pow c x).mul_const _)

/-- At `z₁ = z₂ = x` the first and second `z₁`-derivatives of the Laughlin polynomial vanish,
and the third is `6 (x - y)^6`, where `y` is the position of the third particle. -/
theorem laughlin_derivs (x y : ℂ) :
    deriv (fun z => laughlin z x y) x = 0 ∧
    deriv (deriv (fun z => laughlin z x y)) x = 0 ∧
    deriv (deriv (deriv (fun z => laughlin z x y))) x = 6 * (x - y) ^ 6 := by
  have dp : ∀ P : Polynomial ℂ,
      deriv (fun z => eval z P) = fun z => eval z (derivative P) :=
    fun P => funext fun z => (P.hasDerivAt z).deriv
  -- split off the triple zero at the position of particle 2
  have hf : (fun z => laughlin z x y) = fun z =>
      eval z ((X - C x) * (X - C x) * (X - C x) * ((X - C y) * C (x - y)) ^ 3) := by
    funext z
    simp only [laughlin, Polynomial.eval_mul, Polynomial.eval_sub, Polynomial.eval_pow,
      Polynomial.eval_X, Polynomial.eval_C]
    ring
  rw [hf, dp, dp, dp]
  refine ⟨?_, ?_, ?_⟩ <;>
    simp only [Polynomial.derivative_mul, Polynomial.derivative_add, Polynomial.derivative_sub,
      Polynomial.derivative_X, Polynomial.derivative_C, Polynomial.derivative_one,
      Polynomial.derivative_zero, Polynomial.eval_mul, Polynomial.eval_add,
      Polynomial.eval_sub, Polynomial.eval_pow, Polynomial.eval_X, Polynomial.eval_C,
      Polynomial.eval_one, Polynomial.eval_zero] <;>
    ring

/-- If a state of the shell has no relative angular momentum one, its amplitudes are fixed by
that of (6,3,0), and those of (8,1,0) and (7,2,0) vanish. -/
theorem amplitudes_fixed (w : ℕ × ℕ × ℕ → ℂ) (h : NoPairMomentumOne (state w)) :
    w (8, 1, 0) = 0 ∧ w (7, 2, 0) = 0 ∧ w (6, 2, 1) = -3 * w (6, 3, 0) ∧
    w (5, 4, 0) = -3 * w (6, 3, 0) ∧ w (5, 3, 1) = 6 * w (6, 3, 0) ∧
    w (4, 3, 2) = -15 * w (6, 3, 0) := by
  -- a polynomial that vanishes everywhere has vanishing coefficients
  have key : ∀ a0 a1 a2 a3 a4 a5 a6 a7 a8 : ℂ,
      (∀ y : ℂ, a0 + a1 * y + a2 * y ^ 2 + a3 * y ^ 3 + a4 * y ^ 4 + a5 * y ^ 5
        + a6 * y ^ 6 + a7 * y ^ 7 + a8 * y ^ 8 = 0) →
      a0 = 0 ∧ a4 = 0 ∧ a5 = 0 ∧ a6 = 0 ∧ a7 = 0 ∧ a8 = 0 := by
    intro a0 a1 a2 a3 a4 a5 a6 a7 a8 hy
    have hP : C a0 + C a1 * X + C a2 * X ^ 2 + C a3 * X ^ 3 + C a4 * X ^ 4 + C a5 * X ^ 5
        + C a6 * X ^ 6 + C a7 * X ^ 7 + C a8 * X ^ 8 = (0 : Polynomial ℂ) :=
      Polynomial.funext fun y => by simpa using hy y
    have hc := fun n : ℕ => congrArg (fun P : Polynomial ℂ => P.coeff n) hP
    refine ⟨?_, ?_, ?_, ?_, ?_, ?_⟩
    · simpa [Polynomial.coeff_X, Polynomial.coeff_C, Polynomial.coeff_X_pow] using hc 0
    · simpa [Polynomial.coeff_X, Polynomial.coeff_C, Polynomial.coeff_X_pow] using hc 4
    · simpa [Polynomial.coeff_X, Polynomial.coeff_C, Polynomial.coeff_X_pow] using hc 5
    · simpa [Polynomial.coeff_X, Polynomial.coeff_C, Polynomial.coeff_X_pow] using hc 6
    · simpa [Polynomial.coeff_X, Polynomial.coeff_C, Polynomial.coeff_X_pow] using hc 7
    · simpa [Polynomial.coeff_X, Polynomial.coeff_C, Polynomial.coeff_X_pow] using hc 8
  -- put the pair at 1 and read the derivative as a polynomial in the third position
  obtain ⟨h0, h4, h5, h6, h7, h8⟩ := key
    (7 * w (8, 1, 0) + 5 * w (7, 2, 0) + 3 * w (6, 3, 0) + w (5, 4, 0))
    (-8 * w (8, 1, 0) + 4 * w (6, 2, 1) + 2 * w (5, 3, 1))
    (-7 * w (7, 2, 0) - 5 * w (6, 2, 1) + w (4, 3, 2))
    (-6 * w (6, 3, 0) - 4 * w (5, 3, 1) - 2 * w (4, 3, 2))
    (w (4, 3, 2) - 5 * w (5, 4, 0)) (4 * w (5, 4, 0) + 2 * w (5, 3, 1))
    (3 * w (6, 3, 0) + w (6, 2, 1)) (2 * w (7, 2, 0)) (w (8, 1, 0)) (fun y => by
      have hd := HasDerivAt.fun_sum (u := shell) (fun (l : ℕ × ℕ × ℕ) _ =>
        (slater_hasDerivAt l.1 l.2.1 l.2.2 1 y).const_mul (w l))
      have e := (h 1 y).unique hd
      rw [sum_shell] at e
      simp only [one_pow, mul_one, one_mul] at e
      push_cast at e
      linear_combination (-1 : ℂ) * e)
  have ht : w (5, 4, 0) = -3 * w (6, 3, 0) := by
    linear_combination h0 - 7 * h8 - 5 / 2 * h7
  refine ⟨h8, ?_, ?_, ht, ?_, ?_⟩
  · linear_combination h7 / 2
  · linear_combination h6
  · linear_combination h5 / 2 - 2 * ht
  · linear_combination h4 + 5 * ht

/-- A state of three fermions with total angular momentum nine has no relative angular momentum
one if and only if it is the Laughlin polynomial times its amplitude on (6,3,0). -/
theorem noPairMomentumOne_iff_laughlin (w : ℕ × ℕ × ℕ → ℂ) :
    NoPairMomentumOne (state w) ↔
      ∀ z₁ z₂ z₃, state w z₁ z₂ z₃ = w (6, 3, 0) * laughlin z₁ z₂ z₃ := by
  constructor
  · intro h z₁ z₂ z₃
    obtain ⟨hp, hq, hs, ht, hu, hv⟩ := amplitudes_fixed w h
    rw [state, sum_shell, laughlin_expansion]
    simp only [hp, hq, hs, ht, hu, hv]
    ring
  · intro h x y
    have e : (fun z => state w z x y) = fun z => w (6, 3, 0) * laughlin z x y :=
      funext fun z => h z x y
    have hd : DifferentiableAt ℂ (fun z => laughlin z x y) x := by
      unfold laughlin
      fun_prop
    -- the triple zero removes the first derivative
    have h1 := hd.hasDerivAt
    rw [(laughlin_derivs x y).1] at h1
    have h2 := h1.const_mul (w (6, 3, 0))
    rw [mul_zero] at h2
    rw [e]
    exact h2

end

end LaughlinThreeFermions
```

```lean
#print axioms LaughlinThreeFermions.mem_shell
-- 'LaughlinThreeFermions.mem_shell' depends on axioms: [propext, Classical.choice, Quot.sound]
#print axioms LaughlinThreeFermions.dominated_iff
-- 'LaughlinThreeFermions.dominated_iff' depends on axioms: [propext, Classical.choice, Quot.sound]
#print axioms LaughlinThreeFermions.noPairMomentumOne_iff_laughlin
-- 'LaughlinThreeFermions.noPairMomentumOne_iff_laughlin' depends on axioms: [propext, Classical.choice, Quot.sound]
```

## What the theorems say about the electrons, and where they stop

`slater a b c` is $D(a,b,c)$, without the factor $1/\sqrt{3!}$ or orbital norms. `laughlin` is $V^3$, the polynomial part of the Laughlin function. `shell` here means the set of labels at fixed total angular momentum, not an energy shell; `mem_shell` proves that it contains every strictly decreasing label with sum nine. `state w` is the combination with arbitrary complex amplitudes `w`, so $w_{630}$ above is `w (6, 3, 0)`.

`NoPairMomentumOne ψ` says that for all `x` and `y` the function `fun z => ψ z x y` has derivative zero at `x`. The step from this condition to the physical pair is the expansion in $r$ given above: the file takes the vanishing derivative as its definition of "no relative angular momentum one".

The main theorem, `noPairMomentumOne_iff_laughlin`, states that `state w` satisfies the condition if and only if it equals `w (6, 3, 0)` times `laughlin` at all positions. The zero state is included, with amplitude zero. `amplitudes_fixed` gives the ratios directly, which is the form to compare with a code's output after removing the orbital norms.

The theorems concern three particles, exponent three and total angular momentum nine. They contain no inner product and no Hamiltonian, and they say nothing about Coulomb ground states or larger particle numbers. The normalised amplitudes, the expansion in $r$ and the boson result rest on the ordinary algebra shown here, not on the kernel check.

### The lemmas beside the algebra

`laughlin_expansion` writes out the determinants and lets `ring` compare both sides, which replaces the count over $i,j,k$. In `mem_shell` and `dominated_iff`, `omega` settles the integer inequalities.

`slater_hasDerivAt` expands along the row of the moving particle and differentiates the three powers. `laughlin_derivs` writes $V^3$ as a polynomial in $z$ with the factor $(z-x)^3$ split off, replaces analytic derivatives by polynomial ones, and evaluates them at $x$.

`amplitudes_fixed` adds up the derivatives of the seven determinants at $z_1=z_2=1$. Since a function has only one derivative at a point, `unique` equates this sum with the zero supplied by the hypothesis. The internal statement `key` extracts the six coefficient equations used above, and `linear_combination` solves them. In the main theorem, the forward direction inserts these amplitudes into the expansion; the converse uses the vanishing first derivative of `laughlin`.

### `Polynomial.funext`: from values to coefficients

The pair condition supplies values: an expression in $y$ is zero for each complex $y$. The amplitudes sit in its coefficients. `Polynomial.funext` connects the two, because it states that polynomials with equal values everywhere are equal as formal objects. In `key` it produces the equation `hP` between formal polynomials, and `hc` then takes the coefficient of any chosen power on both sides.

The lemma requires a domain with infinitely many elements, which $\mathbb{C}$ is. Over a finite field with $q$ elements, $y^q-y$ is zero at every point and yet has nonzero coefficients.
